# The Van Vleck kernel solves the oscillator Schrödinger equation exactly for 0 < ωt < π

## Where does the semiclassical error go?

A particle of mass \(m\) in the potential \(V(x)=m\omega^2x^2/2\) travels from \(y\) at time \(0\) to \(x\) at time \(t\), with \(m,\omega,\hbar>0\) and \(0<\omega t<\pi\). Its classical action and Van Vleck kernel are

\[
S=\frac{m\omega\,[(x^2+y^2)\cos\omega t-2xy]}{2\sin\omega t},\qquad K=\sqrt{-S_{xy}}\;e^{iS/\hbar},
\]

where subscripts denote partial derivatives. I leave out the usual constant \((2\pi i\hbar)^{-1/2}\). I learned this form as an approximation that neglects a term of order \(\hbar^2\), yet for the oscillator people call it exact. What happens to the neglected term?

## It is proportional to the curvature of the amplitude, which vanishes

**The action.** The classical path is \(q(s)=[y\sin\omega(t-s)+x\sin\omega s]/\sin\omega t\), with \(\ddot q=-\omega^2q\). Hence the Lagrangian is a total derivative,

\[
\tfrac m2\dot q^2-\tfrac{m\omega^2}{2}q^2=\frac{d}{ds}\Big(\tfrac m2 q\dot q\Big),
\]

and its integral is \(\tfrac m2[x\dot q(t)-y\dot q(0)]\). Inserting \(\dot q(t)=\omega(x\cos\omega t-y)/\sin\omega t\) and \(\dot q(0)=\omega(x-y\cos\omega t)/\sin\omega t\) gives \(S\).

**Hamilton-Jacobi.** Differentiation gives

\[
S_x=\frac{m\omega(x\cos\omega t-y)}{\sin\omega t},\qquad S_t=-\frac{m\omega^2(x^2+y^2-2xy\cos\omega t)}{2\sin^2\omega t}.
\]

In \(S_t+S_x^2/2m\) the terms in \(y\) cancel. What remains is \(m\omega^2x^2(\cos^2\omega t-1)/(2\sin^2\omega t)=-V\).

**Schrödinger.** For \(\psi=A(x,t)e^{iS/\hbar}\),

\[
e^{-iS/\hbar}\Big(i\hbar\psi_t+\tfrac{\hbar^2}{2m}\psi_{xx}-V\psi\Big)=-A\Big(S_t+\tfrac{S_x^2}{2m}+V\Big)+\tfrac{i\hbar}{2m}\big(2mA_t+2A_xS_x+AS_{xx}\big)+\tfrac{\hbar^2}{2m}A_{xx}.
\]

The last term is the one you were taught to neglect. Here \(A=\sqrt{-S_{xy}}=\sqrt{m\omega/\sin\omega t}\) does not depend on \(x\), so \(A_x=A_{xx}=0\). Since \(A_t=-\tfrac{\omega}{2}A\cot\omega t\) and \(S_{xx}=m\omega\cot\omega t\), the middle bracket vanishes too.

**Numbers.** Take \(m=\omega=\hbar=1\), \(t=\pi/4\), \(x=1\), \(y=0\). Then \(S_x=1\), \(S_t=-1\), \(S_{xx}=1\) and \(A_t=-A/2\). Both \(i\psi_t\) and \(-\tfrac12\psi_{xx}+\tfrac12x^2\psi\) equal \((1-\tfrac i2)\psi\).

## What the Lean theorem says

`vanVleck_exact` states that, for all real `x` and `y` and the parameter range above, the kernel satisfies `SolvesSchrodinger` at `(x, t)` and has squared modulus \(m\omega/\sin\omega t\). With the usual constant restored, that is \(m\omega/(2\pi\hbar\sin\omega t)\).

`SolvesSchrodinger` and `SolvesHamiltonJacobi` require the derivatives to exist, through `HasDerivAt`. `vanVleck` takes any action, with arguments in the order `x y t`, and computes its mixed derivative.

To call \(K\), with its constant, the propagator, one also needs it to tend to \(\delta(x-y)\) as \(t\to0^+\); that limit is left unproved here.

It is easy to go wrong by carrying the formula past \(\omega t=\pi\). For \(\pi<\omega t<2\pi\), \(-S_{xy}\) is negative and Lean's real square root returns zero, so the kernel would solve the equation trivially. The modulus statement excludes this within the stated range.

```lean
import Mathlib

open Topology

namespace VanVleckOscillator

noncomputable section

/-- The oscillator path at time `s` that runs from `y` at time `0` to `x` at time `t`,
for `sin (ω t) ≠ 0`. -/
def path (ω x y t s : ℝ) : ℝ :=
  (y * Real.sin (ω * (t - s)) + x * Real.sin (ω * s)) / Real.sin (ω * t)

/-- The velocity along the oscillator path, for `sin (ω t) ≠ 0`. -/
def velocity (ω x y t s : ℝ) : ℝ :=
  ω * (x * Real.cos (ω * s) - y * Real.cos (ω * (t - s))) / Real.sin (ω * t)

/-- The oscillator action `S(x, y, t)`, for `sin (ω t) ≠ 0`. -/
def action (m ω x y t : ℝ) : ℝ :=
  m * ω * ((x ^ 2 + y ^ 2) * Real.cos (ω * t) - 2 * x * y) / (2 * Real.sin (ω * t))

/-- The harmonic potential `m ω² x² / 2`. -/
def potential (m ω x : ℝ) : ℝ := m * ω ^ 2 * x ^ 2 / 2

/-- The Hamilton-Jacobi equation `S_t + S_x² / (2m) + V = 0` at the point `(x, t)`,
for `m ≠ 0`. -/
def SolvesHamiltonJacobi (m : ℝ) (V : ℝ → ℝ) (S : ℝ → ℝ → ℝ) (x t : ℝ) : Prop :=
  ∃ St Sx : ℝ, HasDerivAt (fun s => S x s) St t ∧ HasDerivAt (fun z => S z t) Sx x ∧
    St + Sx ^ 2 / (2 * m) + V x = 0

/-- The Schrödinger equation `i ħ ψ_t = -ħ² / (2m) ψ_xx + V ψ` at the point `(x, t)`,
for `m ≠ 0`. -/
def SolvesSchrodinger (hbar m : ℝ) (V : ℝ → ℝ) (ψ : ℝ → ℝ → ℂ) (x t : ℝ) : Prop :=
  ∃ (ψt : ℂ) (ψx : ℝ → ℂ) (ψxx : ℂ), HasDerivAt (fun s => ψ x s) ψt t ∧
    (∀ z, HasDerivAt (fun z => ψ z t) (ψx z) z) ∧ HasDerivAt ψx ψxx x ∧
    Complex.I * hbar * ψt = -((hbar : ℂ) ^ 2 / (2 * m)) * ψxx + V x * ψ x t

/-- The Van Vleck kernel `sqrt(-S_xy) exp(i S / ħ)` of an action `S(x, y, t)`,
for `ħ ≠ 0` and `S_xy ≤ 0`. -/
def vanVleck (hbar : ℝ) (S : ℝ → ℝ → ℝ → ℝ) (x y t : ℝ) : ℂ :=
  (Real.sqrt (-(deriv (fun y' => deriv (fun x' => S x' y' t) x) y)) : ℂ) *
    Complex.exp (Complex.I * (S x y t : ℂ) / hbar)

/-- For `sin (ω t) ≠ 0` the path joins `y` to `x` in time `t`, has the stated velocity,
and obeys Newton's equation `q'' = -ω² q`. -/
theorem path_classical {ω t : ℝ} (x y : ℝ) (hs : Real.sin (ω * t) ≠ 0) :
    path ω x y t 0 = y ∧ path ω x y t t = x ∧
    ∀ s, HasDerivAt (path ω x y t) (velocity ω x y t s) s ∧
      HasDerivAt (velocity ω x y t) (-ω ^ 2 * path ω x y t s) s := by
  refine ⟨by simp [path, hs], by simp [path, hs], fun s => ?_⟩
  have h1 : HasDerivAt (fun s => ω * (t - s)) (-ω) s :=
    (((hasDerivAt_id' s).const_sub t).const_mul ω).congr_deriv (by ring)
  have h2 : HasDerivAt (fun s => ω * s) ω s :=
    ((hasDerivAt_id' s).const_mul ω).congr_deriv (by ring)
  constructor
  · exact (((h1.sin.const_mul y).fun_add (h2.sin.const_mul x)).div_const _).congr_deriv
      (by unfold velocity; ring)
  · exact ((((h2.cos.const_mul x).fun_sub (h1.cos.const_mul y)).const_mul ω).div_const
      _).congr_deriv (by unfold path; ring)

/-- For `sin (ω t) ≠ 0` the time integral of the Lagrangian along the classical path
from `y` to `x` is the oscillator action. -/
theorem integral_lagrangian {ω t : ℝ} (m x y : ℝ) (hs : Real.sin (ω * t) ≠ 0) :
    ∫ s in (0 : ℝ)..t, (m / 2 * velocity ω x y t s ^ 2 - potential m ω (path ω x y t s))
      = action m ω x y t := by
  obtain ⟨h0, ht, hq⟩ := path_classical x y hs
  -- `m q q' / 2` is an antiderivative of the Lagrangian
  have hF : ∀ s, HasDerivAt (fun s => m / 2 * (path ω x y t s * velocity ω x y t s))
      (m / 2 * velocity ω x y t s ^ 2 - potential m ω (path ω x y t s)) s := fun s =>
    (((hq s).1.fun_mul (hq s).2).const_mul (m / 2)).congr_deriv (by unfold potential; ring)
  have hc : Continuous fun s =>
      m / 2 * velocity ω x y t s ^ 2 - potential m ω (path ω x y t s) := by
    unfold velocity potential path
    fun_prop
  rw [intervalIntegral.integral_eq_sub_of_hasDerivAt (fun s _ => hF s)
    (hc.intervalIntegrable _ _)]
  simp only [h0, ht, velocity, action, sub_self, sub_zero, mul_zero, Real.cos_zero]
  ring

/-- For `sin (ω t) ≠ 0` the velocity on arrival is `ω (x cos ωt - y) / sin ωt`. -/
theorem velocity_end (ω x y t : ℝ) : velocity ω x y t t =
    ω * (x * Real.cos (ω * t) - y) / Real.sin (ω * t) := by
  simp only [velocity, sub_self, mul_zero, Real.cos_zero, mul_one]

/-- For `sin (ω t) ≠ 0` the derivative of the action with respect to the endpoint `x` is the
momentum on arrival. -/
theorem action_deriv_x (m ω x y t : ℝ) :
    HasDerivAt (fun z => action m ω z y t) (m * velocity ω x y t t) x := by
  have hsq : HasDerivAt (fun z : ℝ => z ^ 2) (2 * x) x := by simpa using hasDerivAt_pow 2 x
  exact (((((hsq.add_const (y ^ 2)).mul_const (Real.cos (ω * t))).fun_sub
    (((hasDerivAt_id' x).const_mul 2).mul_const y)).const_mul (m * ω)).div_const
    (2 * Real.sin (ω * t))).congr_deriv (by rw [velocity_end]; ring)

/-- For `m > 0` and `sin (ω t) ≠ 0` the oscillator action solves the oscillator
Hamilton-Jacobi equation. -/
theorem action_hamiltonJacobi {m ω t : ℝ} (x y : ℝ) (hm : 0 < m)
    (hs : Real.sin (ω * t) ≠ 0) :
    SolvesHamiltonJacobi m (potential m ω) (fun z s => action m ω z y s) x t := by
  have h2 : HasDerivAt (fun s => ω * s) ω t :=
    ((hasDerivAt_id' t).const_mul ω).congr_deriv (by ring)
  have hSt : HasDerivAt (fun s => action m ω x y s)
      (-(m * ω ^ 2 * (x ^ 2 + y ^ 2 - 2 * x * y * Real.cos (ω * t))) /
        (2 * Real.sin (ω * t) ^ 2)) t := by
    refine ((((h2.cos.const_mul (x ^ 2 + y ^ 2)).sub_const (2 * x * y)).const_mul
      (m * ω)).fun_div (h2.sin.const_mul 2) (mul_ne_zero two_ne_zero hs)).congr_deriv ?_
    rw [div_eq_div_iff (pow_ne_zero 2 (mul_ne_zero two_ne_zero hs))
      (mul_ne_zero two_ne_zero (pow_ne_zero 2 hs))]
    linear_combination (-4 * m * ω ^ 2 * Real.sin (ω * t) ^ 2 * (x ^ 2 + y ^ 2)) *
      Real.sin_sq_add_cos_sq (ω * t)
  refine ⟨_, _, hSt, action_deriv_x m ω x y t, ?_⟩
  have hm' : m ≠ 0 := hm.ne'
  rw [velocity_end, potential]
  linear_combination (norm := (field_simp; ring))
    (m * ω ^ 2 * x ^ 2 / (2 * Real.sin (ω * t) ^ 2)) * Real.sin_sq_add_cos_sq (ω * t)

/-- In any potential, if `S` solves the Hamilton-Jacobi equation and an amplitude `A(t)`
independent of position obeys the transport equation `2 m A' + A S_xx = 0`, then
`A exp(i S / ħ)` solves the Schrödinger equation exactly, for `m` and `ħ` nonzero. -/
theorem schrodinger_of_transport {hbar m x t Sxx A' : ℝ} {V A p : ℝ → ℝ} {S : ℝ → ℝ → ℝ}
    (hh : hbar ≠ 0) (hm : m ≠ 0) (hS : SolvesHamiltonJacobi m V S x t)
    (hp : ∀ z, HasDerivAt (fun z => S z t) (p z) z) (hpp : HasDerivAt p Sxx x)
    (hA : HasDerivAt A A' t) (htr : 2 * m * A' + A t * Sxx = 0) :
    SolvesSchrodinger hbar m V
      (fun z s => (A s : ℂ) * Complex.exp (Complex.I * (S z s : ℂ) / hbar)) x t := by
  obtain ⟨St, Sx, h1, h2, hJ⟩ := hS
  have hSx : Sx = p x := h2.unique (hp x)
  have hSt : St = -(p x ^ 2 / (2 * m)) - V x := by rw [← hSx]; linarith
  have hA' : A' = -(A t * Sxx) / (2 * m) := by
    rw [eq_div_iff (mul_ne_zero two_ne_zero hm)]; linarith
  have hE := fun z =>
    (((hp z).ofReal_comp.const_mul Complex.I).div_const (hbar : ℂ)).cexp
  have hxx := ((hE x).fun_mul
    ((hpp.ofReal_comp.const_mul Complex.I).div_const (hbar : ℂ))).const_mul (A t : ℂ)
  have ht := hA.ofReal_comp.fun_mul
    ((h1.ofReal_comp.const_mul Complex.I).div_const (hbar : ℂ)).cexp
  refine ⟨_, _, _, ht, fun z => (hE z).const_mul (A t : ℂ), hxx, ?_⟩
  beta_reduce
  generalize Complex.exp (Complex.I * (S x t : ℂ) / hbar) = E
  have hh' : (hbar : ℂ) ≠ 0 := Complex.ofReal_ne_zero.mpr hh
  have hm' : (m : ℂ) ≠ 0 := Complex.ofReal_ne_zero.mpr hm
  rw [hSt, hA']
  push_cast
  -- all terms cancel once `i² = -1` is used
  linear_combination (norm := (field_simp; ring)) (-((A t : ℂ) * E * V x)) * Complex.I_sq

/-- For `sin (ω t) ≠ 0` the Van Vleck kernel of the oscillator is `sqrt(m ω / sin ωt) exp(i S / ħ)`,
for `ħ ≠ 0`; the real square root used here is zero at negative arguments. -/
theorem vanVleck_oscillator {ω t : ℝ} (hbar m x y : ℝ) (hs : Real.sin (ω * t) ≠ 0) :
    vanVleck hbar (action m ω) x y t = (Real.sqrt (m * ω / Real.sin (ω * t)) : ℂ) *
      Complex.exp (Complex.I * (action m ω x y t : ℂ) / hbar) := by
  have hx : (fun y' => deriv (fun x' => action m ω x' y' t) x) =
      fun y' => m * (ω * (x * Real.cos (ω * t) - y') / Real.sin (ω * t)) := by
    funext y'
    rw [(action_deriv_x m ω x y' t).deriv, velocity_end]
  have hy := ((((hasDerivAt_id' y).const_sub (x * Real.cos (ω * t))).const_mul ω).div_const
    (Real.sin (ω * t))).const_mul m
  have hxy : -(deriv (fun y' => deriv (fun x' => action m ω x' y' t) x) y) =
      m * ω / Real.sin (ω * t) := by
    rw [hx, hy.deriv, eq_div_iff hs]
    linear_combination (m * ω) * mul_inv_cancel₀ hs
  unfold vanVleck
  rw [hxy]

/-- For `m, ω, ħ > 0` and `0 < ω t < π` the Van Vleck kernel of the oscillator solves the
oscillator Schrödinger equation exactly, and its squared modulus is `m ω / sin ωt`. -/
theorem vanVleck_exact {hbar m ω t : ℝ} (x y : ℝ) (hh : 0 < hbar) (hm : 0 < m)
    (hω : 0 < ω) (h0 : 0 < ω * t) (hπ : ω * t < Real.pi) :
    SolvesSchrodinger hbar m (potential m ω)
      (fun z s => vanVleck hbar (action m ω) z y s) x t ∧
    ‖vanVleck hbar (action m ω) x y t‖ ^ 2 = m * ω / Real.sin (ω * t) := by
  have hpos : 0 < Real.sin (ω * t) := Real.sin_pos_of_pos_of_lt_pi h0 hπ
  have hs := hpos.ne'
  have hf0 : 0 < m * ω / Real.sin (ω * t) := by positivity
  have hr := Real.sq_sqrt hf0.le
  constructor
  · have h2 : HasDerivAt (fun s => ω * s) ω t :=
      ((hasDerivAt_id' t).const_mul ω).congr_deriv (by ring)
    have hf : HasDerivAt (fun s => m * ω / Real.sin (ω * s))
        (-(m * ω / Real.sin (ω * t)) * (ω * Real.cos (ω * t) / Real.sin (ω * t))) t :=
      ((hasDerivAt_const t (m * ω)).fun_div h2.sin hs).congr_deriv (by ring)
    -- the time derivative of the amplitude
    have hA : HasDerivAt (fun s => Real.sqrt (m * ω / Real.sin (ω * s)))
        (-(Real.sqrt (m * ω / Real.sin (ω * t)) *
          (ω * Real.cos (ω * t) / Real.sin (ω * t)) / 2)) t := by
      refine (hf.sqrt hf0.ne').congr_deriv ?_
      rw [div_eq_iff (mul_ne_zero two_ne_zero (Real.sqrt_pos.mpr hf0).ne')]
      linear_combination (ω * Real.cos (ω * t) / Real.sin (ω * t)) * hr
    have hpp : HasDerivAt (fun z => m * velocity ω z y t t)
        (m * ω * Real.cos (ω * t) / Real.sin (ω * t)) x := by
      simp only [velocity_end]
      exact ((((((hasDerivAt_id' x).mul_const (Real.cos (ω * t))).sub_const y).const_mul
        ω).div_const (Real.sin (ω * t))).const_mul m).congr_deriv (by ring)
    obtain ⟨a, b, c, k1, k2, k3, k4⟩ := schrodinger_of_transport hh.ne' hm.ne'
      (action_hamiltonJacobi x y hm hs) (fun z => action_deriv_x m ω z y t) hpp hA (by ring)
    have hK := fun z => vanVleck_oscillator hbar m z y hs
    -- near `t` the sine stays nonzero, so the explicit kernel may be differentiated
    have hev : ∀ᶠ s in 𝓝 t, Real.sin (ω * s) ≠ 0 :=
      (by fun_prop : Continuous fun s => Real.sin (ω * s)).continuousAt.eventually_ne hs
    refine ⟨a, b, c, k1.congr_of_eventuallyEq ?_, fun z => ?_, k3, ?_⟩
    · filter_upwards [hev] with s h
      exact vanVleck_oscillator hbar m x y h
    · simpa only [hK] using k2 z
    · simpa only [hK] using k4
  · have he : Complex.I * (action m ω x y t : ℂ) / hbar =
        ((action m ω x y t / hbar : ℝ) : ℂ) * Complex.I := by
      push_cast
      ring
    rw [vanVleck_oscillator hbar m x y hs, he, norm_mul, Complex.norm_exp_ofReal_mul_I,
      mul_one, Complex.norm_real, Real.norm_of_nonneg (Real.sqrt_nonneg _), hr]

end

end VanVleckOscillator
```

```lean
#print axioms VanVleckOscillator.integral_lagrangian
#print axioms VanVleckOscillator.vanVleck_exact
```

```
'VanVleckOscillator.integral_lagrangian' depends on axioms: [propext, Classical.choice, Quot.sound]
'VanVleckOscillator.vanVleck_exact' depends on axioms: [propext, Classical.choice, Quot.sound]
```

## From the path to the kernel

`path_classical` checks the endpoints, the velocity and Newton's equation. `integral_lagrangian` applies the fundamental theorem of calculus to \(\tfrac m2q\dot q\). `action_deriv_x` identifies \(S_x\) with the arrival momentum, using `velocity_end`, and `action_hamiltonJacobi` closes with \(\sin^2+\cos^2=1\).

`schrodinger_of_transport` is the Schrödinger step for any potential, with \(A\) a function of time only. It substitutes for \(S_t\) and \(A'\), and the terms cancel by \(i^2=-1\). Its condition \(2mA'+AS_{xx}=0\) makes \(S_{xx}\) independent of \(x\) wherever it holds with \(A\neq0\), which a general anharmonic action does not satisfy.

`vanVleck_oscillator` evaluates \(-S_{xy}\). The main proof then differentiates the amplitude and applies the general theorem. The explicit kernel needs \(\sin\omega s\neq0\), so the time derivative is transferred on a neighbourhood of \(t\), where continuity keeps the sine nonzero.

During the first half-period of a single undamped mode, a numerical semiclassical calculation of the kernel can thus be checked against a closed-form exact solution.
